# The complex structure factors of orders 1 to N determine the positions of N equal point atoms in a one-dimensional cell; for N ≥ 2, orders 1 to N − 1 need not

## How many reflections locate N atoms along a line?

A one-dimensional crystal has $N$ equal point atoms in its unit cell, at fractional coordinates $x_0,\dots,x_{N-1}$. Suppose I know the complex structure factors, phases included, relative to a fixed origin:

$$F(h)=\sum_{j=0}^{N-1} e^{2\pi i h x_j}.$$

Each $F(h)$ is two real numbers and I have only $N$ real unknowns, so about $N/2$ orders ought to be enough. But when I try equally spaced atoms, one reflection after another comes out as zero. How far in $h$ must I go before the positions are certain, whatever the arrangement is? And does it matter if two atoms sit on the same site?

## Order N settles it, and equally spaced atoms show why N − 1 can fail

The orders $h=1,\dots,N$ always suffice, and coinciding atoms do no harm. For $N\ge 2$ you cannot always stop at $N-1$: equally spaced atoms need order $N$ as well. Counting real parameters gives no guarantee for every arrangement, and your equally spaced atoms are one of the exceptions that it misses.

Put $z_j=e^{2\pi i x_j}$, a point on the unit circle, so that $F(h)=\sum_j z_j^h$. Let $e_k$ be the sum, over all $k$-atom subsets, of the product of their $z_j$, with $e_0=1$. These numbers are the coefficients of a polynomial whose roots are the atoms:

$$P(X)=\prod_j (X-z_j)=\sum_{k=0}^{N}(-1)^k e_k X^{N-k}.$$

**From structure factors to coefficients.** Let $E(t)=\prod_j(1-z_jt)=\sum_k(-1)^ke_kt^k$. Differentiating the product gives, as power series in $t$,

$$-tE'(t)=E(t)\sum_j\frac{z_jt}{1-z_jt}=E(t)\sum_{h\ge1}F(h)t^h.$$

The coefficients of $t^k$ on both sides give Newton's identities,

$$k\,e_k=(-1)^{k+1}\sum_{r=0}^{k-1}(-1)^r e_r F(k-r).$$

For $k\ge1$ we may divide by $k$. So $F(1)$ gives $e_1$, then $F(1),F(2)$ give $e_2$, and so on up to $e_N$. All coefficients of $P$ are then known, and its roots, counted with multiplicity, are the atomic positions. Conversely, equal positions obviously give equal structure factors.

**What is still open after $N-1$ orders.** The values $F(1),\dots,F(N-1)$ fix $e_0,\dots,e_{N-1}$, which is everything except the constant term $(-1)^Ne_N$. If two arrangements $z$ and $w$ agree in these orders, then

$$P_z(X)-P_w(X)=(-1)^N\bigl(e_N(z)-e_N(w)\bigr),$$

which does not depend on $X$. If they also share an atom, both polynomials vanish there, the difference is zero, and the arrangements coincide.

**Equally spaced atoms.** Let $\zeta=e^{2\pi i/N}$ and put the atoms at $a\zeta^j$ for $j=0,\dots,N-1$. Then

$$F(h)=a^h\sum_{j=0}^{N-1}(\zeta^h)^j,\qquad (1-\zeta^h)\sum_{j=0}^{N-1}(\zeta^h)^j=1-\zeta^{hN}=0.$$

For $1\le h<N$ we have $\zeta^h\ne1$, so $F(h)=0$. At order $N$ every term equals $a^N$, so $F(N)=Na^N$. The choices $a=1$ and $a=e^{i\pi/N}$ therefore agree in all orders below $N$, but have $F(N)=N$ and $F(N)=-N$. For $N=2$ these are the pairs $\{1,-1\}$ and $\{i,-i\}$.

In the crystal, the second arrangement is the first one shifted by $1/(2N)$ of the cell. Equal spacing means that the true period is $1/N$ of the cell, so the lower orders are absent, and the first reflection that is present carries the offset from the origin.

Conversely, if $F(1),\dots,F(N-1)$ all vanish, compare the arrangement with the regular $N$-gon through one of its atoms. They agree in these orders and share an atom, so they are the same.

For atoms in a crystal with $N\ge2$, equal spacing is in fact the only case in which $N-1$ orders fail. On the unit circle $e_{N-k}=e_N\overline{e_k}$, so a single nonzero $e_k$ with $1\le k<N$ already fixes $e_N$. If all of these vanish, then $P(X)=X^N+(-1)^Ne_N$, and the atoms are equally spaced. This last remark is proved here by hand only and is not part of the Lean file.

Here is the full Lean file for these statements.

```lean
import Mathlib

open Finset

namespace StructureFactorUniqueness

noncomputable section

variable {N : ℕ}

/-- Structure factor of order `h` for equal point atoms at the complex points `z j`. -/
def structureFactor (z : Fin N → ℂ) (h : ℕ) : ℂ := ∑ j, z j ^ h

/-- The atomic positions without labels, counted with repetition. -/
def positions (z : Fin N → ℂ) : Multiset ℂ := (univ : Finset (Fin N)).val.map z

/-- Sum over all `k`-atom subsets of the product of their positions. -/
def subsetSum (z : Fin N → ℂ) (k : ℕ) : ℂ :=
  ∑ s ∈ powersetCard k (univ : Finset (Fin N)), ∏ j ∈ s, z j

/-- The rotation by one `N`-th of a full turn, for `N ≥ 1`. -/
def step (N : ℕ) : ℂ := Complex.exp (2 * Real.pi * Complex.I / N)

/-- The regular `N`-gon of atoms centred at `0`, for `N ≥ 1`, whose first atom is at `a`. For
`a = 0` all atoms lie at `0`. -/
def ngon (N : ℕ) (a : ℂ) (j : Fin N) : ℂ := a * step N ^ (j : ℕ)

/-- Newton's identities: subset sums follow recursively from the structure factors. -/
theorem newton (z : Fin N → ℂ) (k : ℕ) :
    (k : ℂ) * subsetSum z k = (-1) ^ (k + 1) *
      ∑ a ∈ (antidiagonal k).filter (fun a => a.1 < k),
        (-1) ^ a.1 * subsetSum z a.1 * structureFactor z a.2 := by
  have h := congrArg (MvPolynomial.aeval z) (MvPolynomial.mul_esymm_eq_sum (Fin N) ℂ k)
  simpa [MvPolynomial.esymm, MvPolynomial.psum, subsetSum, structureFactor] using h

/-- If the structure factors of orders `1` to `m` agree, so do the subset sums up to `m`. -/
theorem subsetSum_eq {z w : Fin N → ℂ} {m : ℕ}
    (hF : ∀ h, 1 ≤ h → h ≤ m → structureFactor z h = structureFactor w h) :
    ∀ k, k ≤ m → subsetSum z k = subsetSum w k := by
  intro k
  induction k using Nat.strong_induction_on with
  | _ k ih =>
    intro hk
    rcases Nat.eq_zero_or_pos k with h0 | hpos
    · subst h0
      simp [subsetSum]
    · have hk0 : (k : ℂ) ≠ 0 := Nat.cast_ne_zero.mpr (by omega)
      apply mul_left_cancel₀ hk0
      rw [newton z, newton w]
      congr 1
      apply sum_congr rfl
      intro a ha
      rw [mem_filter, HasAntidiagonal.mem_antidiagonal] at ha
      obtain ⟨h1, h2⟩ := ha
      rw [ih a.1 h2 (by omega), hF a.2 (by omega) (by omega)]

/-- The monic polynomial whose roots are the atoms has the signed subset sums as
coefficients. -/
theorem atomPolynomial (z : Fin N → ℂ) :
    ((positions z).map (fun a => Polynomial.X - Polynomial.C a)).prod =
      ∑ k ∈ range (N + 1),
        (-1) ^ k * (Polynomial.C (subsetSum z k) * Polynomial.X ^ (N - k)) := by
  have hc : Multiset.card (positions z) = N := by simp [positions]
  rw [Multiset.prod_X_sub_X_eq_sum_esymm, hc]
  refine sum_congr rfl fun k _ => ?_
  have he : (positions z).esymm k = subsetSum z k := Finset.esymm_map_val z univ k
  rw [he]

/-- Arrangements with equal subset sums of all sizes up to `N` have the same positions. -/
theorem positions_eq_of_subsetSum {z w : Fin N → ℂ}
    (he : ∀ k, k < N → subsetSum z k = subsetSum w k)
    (hN : subsetSum z N = subsetSum w N) : positions z = positions w := by
  have hp : ((positions z).map (fun a => Polynomial.X - Polynomial.C a)).prod =
      ((positions w).map (fun a => Polynomial.X - Polynomial.C a)).prod := by
    rw [atomPolynomial z, atomPolynomial w]
    refine sum_congr rfl fun k hk => ?_
    rcases (Nat.lt_succ_iff.mp (mem_range.mp hk)).lt_or_eq with h | h
    · rw [he k h]
    · rw [h, hN]
  rw [← Polynomial.roots_multiset_prod_X_sub_C (positions z), hp,
    Polynomial.roots_multiset_prod_X_sub_C]

/-- Two arrangements of `N` equal atoms have the same positions, with repetition, exactly
when their structure factors of orders `1` to `N` agree. -/
theorem positions_eq_iff (z w : Fin N → ℂ) :
    positions z = positions w ↔
      ∀ h, 1 ≤ h → h ≤ N → structureFactor z h = structureFactor w h := by
  constructor
  · intro hp h _ _
    have hs : ∀ u : Fin N → ℂ,
        structureFactor u h = ((positions u).map (fun x => x ^ h)).sum := by
      intro u
      rw [positions, Multiset.map_map]
      rfl
    rw [hs z, hs w, hp]
  · intro hF
    exact positions_eq_of_subsetSum (fun k hk => subsetSum_eq hF k hk.le)
      (subsetSum_eq hF N le_rfl)

/-- If two arrangements share an atom and their structure factors of orders `1` to `N - 1`
agree, then all their positions agree. -/
theorem positions_eq_of_common_atom {z w : Fin N → ℂ}
    (hF : ∀ h, 1 ≤ h → h < N → structureFactor z h = structureFactor w h)
    (i j : Fin N) (hij : z i = w j) : positions z = positions w := by
  have he : ∀ k, k < N → subsetSum z k = subsetSum w k := fun k hk =>
    subsetSum_eq (m := N - 1) (fun h h1 h2 => hF h h1 (by omega)) k (by omega)
  -- each atom is a root of its polynomial
  have root : ∀ (u : Fin N → ℂ) (l : Fin N),
      ∑ k ∈ range (N + 1), (-1) ^ k * (subsetSum u k * u l ^ (N - k)) = 0 := by
    intro u l
    have hm : u l ∈ ((positions u).map
        (fun a => Polynomial.X - Polynomial.C a)).prod.roots := by
      rw [Polynomial.roots_multiset_prod_X_sub_C]
      exact Multiset.mem_map.mpr ⟨l, Finset.mem_univ l, rfl⟩
    have hr := Polynomial.isRoot_of_mem_roots hm
    rw [atomPolynomial, Polynomial.IsRoot.def, Polynomial.eval_finsetSum] at hr
    simpa only [Polynomial.eval_mul, Polynomial.eval_pow, Polynomial.eval_neg,
      Polynomial.eval_one, Polynomial.eval_C, Polynomial.eval_X] using hr
  have h1 := root z i
  have h2 := root w j
  rw [hij] at h1
  rw [sum_range_succ, Nat.sub_self, pow_zero, mul_one] at h1 h2
  have hs : ∑ k ∈ range N, (-1) ^ k * (subsetSum z k * w j ^ (N - k)) =
      ∑ k ∈ range N, (-1) ^ k * (subsetSum w k * w j ^ (N - k)) :=
    sum_congr rfl fun k hk => by rw [he k (mem_range.mp hk)]
  have h3 : (-1) ^ N * subsetSum z N = (-1) ^ N * subsetSum w N := by
    linear_combination h1 - h2 - hs
  exact positions_eq_of_subsetSum he
    (mul_left_cancel₀ (pow_ne_zero N (by norm_num : (-1 : ℂ) ≠ 0)) h3)


/-- The structure factors of a regular `N`-gon vanish for orders `1` to `N - 1`. -/
theorem structureFactor_ngon (a : ℂ) {h : ℕ} (h1 : 1 ≤ h) (h2 : h < N) :
    structureFactor (ngon N a) h = 0 := by
  have hζ : IsPrimitiveRoot (step N) N := Complex.isPrimitiveRoot_exp N (by omega)
  have hr : step N ^ h ≠ 1 := fun hc => by
    have := Nat.le_of_dvd h1 ((hζ.pow_eq_one_iff_dvd h).mp hc)
    omega
  have hg := mul_neg_geom_sum (step N ^ h) N
  rw [← pow_mul, mul_comm h N, pow_mul, hζ.pow_eq_one, one_pow, sub_self] at hg
  have hs := (mul_eq_zero.mp hg).resolve_left (sub_ne_zero.mpr hr.symm)
  have hf : structureFactor (ngon N a) h = a ^ h * ∑ j ∈ range N, (step N ^ h) ^ j := by
    rw [← Fin.sum_univ_eq_sum_range (fun j => (step N ^ h) ^ j) N, mul_sum]
    refine sum_congr rfl fun j _ => ?_
    change (a * step N ^ (j : ℕ)) ^ h = a ^ h * (step N ^ h) ^ (j : ℕ)
    rw [mul_pow, ← pow_mul, ← pow_mul, mul_comm (j : ℕ) h]
  rw [hf, hs, mul_zero]

/-- If the structure factors of orders `1` to `N - 1` all vanish, the atoms form the regular `N`-gon
centred at `0` through any one of them, or all lie at `0`. -/
theorem positions_eq_ngon {z : Fin N → ℂ}
    (hF : ∀ h, 1 ≤ h → h < N → structureFactor z h = 0) (i : Fin N) :
    positions z = positions (ngon N (z i)) := by
  have hN : 0 < N := by have := i.isLt; omega
  refine positions_eq_of_common_atom
    (fun h h1 h2 => by rw [hF h h1 h2, structureFactor_ngon _ h1 h2]) i ⟨0, hN⟩ ?_
  simp [ngon]

/-- For `N ≥ 2`, two regular `N`-gons on the unit circle, rotated by `π / N` against each
other, share the structure factors of orders `1` to `N - 1` but have different positions. -/
theorem rotated_ngons (hN : 2 ≤ N) :
    let b := Complex.exp (Real.pi * Complex.I / N)
    (∀ j, ‖ngon N 1 j‖ = 1) ∧ (∀ j, ‖ngon N b j‖ = 1) ∧
      (∀ h, 1 ≤ h → h < N →
        structureFactor (ngon N 1) h = structureFactor (ngon N b) h) ∧
      positions (ngon N 1) ≠ positions (ngon N b) := by
  intro b
  have hN0 : (N : ℂ) ≠ 0 := Nat.cast_ne_zero.mpr (by omega)
  have hstep : ‖step N‖ = 1 := by
    have h : 2 * Real.pi * Complex.I / N = ((2 * Real.pi / N : ℝ) : ℂ) * Complex.I := by
      push_cast
      ring
    rw [step, h, Complex.norm_exp_ofReal_mul_I]
  have hb : ‖b‖ = 1 := by
    have h : Real.pi * Complex.I / N = ((Real.pi / N : ℝ) : ℂ) * Complex.I := by
      push_cast
      ring
    change ‖Complex.exp (Real.pi * Complex.I / N)‖ = 1
    rw [h, Complex.norm_exp_ofReal_mul_I]
  have hbN : b ^ N = -1 := by
    change Complex.exp (Real.pi * Complex.I / N) ^ N = -1
    rw [← Complex.exp_nat_mul, mul_div_cancel₀ _ hN0, Complex.exp_pi_mul_I]
  -- the reflection of order `N` sees the orientation of the polygon
  have hlast : ∀ a : ℂ, structureFactor (ngon N a) N = N * a ^ N := by
    intro a
    have hζ : step N ^ N = 1 := (Complex.isPrimitiveRoot_exp N (by omega)).pow_eq_one
    have hj : ∀ j : Fin N, ngon N a j ^ N = a ^ N := fun j => by
      rw [ngon, mul_pow, ← pow_mul, mul_comm (j : ℕ) N, pow_mul, hζ, one_pow, mul_one]
    rw [structureFactor, sum_congr rfl fun j _ => hj j, sum_const, card_fin, nsmul_eq_mul]
  refine ⟨fun j => ?_, fun j => ?_, fun h h1 h2 => ?_, fun hp => ?_⟩
  · rw [ngon, norm_mul, norm_pow, hstep, one_pow, norm_one, mul_one]
  · rw [ngon, norm_mul, norm_pow, hstep, one_pow, hb, mul_one]
  · rw [structureFactor_ngon _ h1 h2, structureFactor_ngon _ h1 h2]
  · have h := (positions_eq_iff _ _).mp hp N (by omega) le_rfl
    rw [hlast, hlast, hbN, one_pow] at h
    have h' := mul_left_cancel₀ hN0 h
    norm_num at h'

end

end StructureFactorUniqueness
```

```lean
#print axioms StructureFactorUniqueness.positions_eq_iff
#print axioms StructureFactorUniqueness.positions_eq_ngon
#print axioms StructureFactorUniqueness.rotated_ngons
```

```
'StructureFactorUniqueness.positions_eq_iff' depends on axioms: [propext, Classical.choice, Quot.sound]
'StructureFactorUniqueness.positions_eq_ngon' depends on axioms: [propext, Classical.choice, Quot.sound]
'StructureFactorUniqueness.rotated_ngons' depends on axioms: [propext, Classical.choice, Quot.sound]
```

**What the statements say.** An arrangement is a function `z : Fin N → ℂ`, which labels the atoms from $0$ to $N-1$. Nothing forces it to be injective, so atoms may coincide. `positions z` forgets the labels but keeps repetitions, and `structureFactor z h` is $F(h)$ with the sign convention $e^{+2\pi ihx}$ and no normalisation by $N$. Only non-negative orders appear; on the unit circle $F(-h)$ is the complex conjugate of $F(h)$ and adds nothing.

- `positions_eq_iff` says that two arrangements have equal `positions` exactly when their structure factors agree for all $h$ with $1\le h\le N$. It holds for arbitrary complex points, and your crystal is the case where all of them lie on the unit circle. Points there correspond to coordinates modulo a lattice translation.
- `positions_eq_of_common_atom` needs agreement only for $1\le h<N$, together with one shared atom, `z i = w j`. Physically, one site is already known. For atoms on the unit circle this extra knowledge matters only when they are equally spaced.
- `positions_eq_ngon` says that if all orders $1\le h<N$ vanish, the atoms form the regular $N$-gon through any one of them. Off the unit circle this includes the degenerate polygon with all atoms at zero.
- `rotated_ngons` gives the two polygons for $N\ge2$. It states that all their points have modulus one, that they agree for $1\le h<N$, and that their positions differ.

The model has equal point scatterers of unit strength, without form factors or thermal motion, in one dimension. The complex values are taken as known exactly. A diffraction experiment records intensities $|F(h)|^2$, so the theorems start after the phases have been found and an origin chosen. They are uniqueness statements and put no bound on how errors in $F$ affect the positions.

Up to sign convention and normalisation, the same sums enter plane-wave and Ewald calculations as the Fourier components of the density of point ions. For $N$ identical point ions in a one-dimensional periodic cell, the components of orders $1$ to $N$ thus already fix the configuration; the component of order zero only counts the ions.

**How the Lean proof is built.** `newton` takes Mathlib's polynomial form of Newton's identities and evaluates it at the atoms. The filtered `antidiagonal k` is the set of pairs $(r,k-r)$ with $r<k$, as in the sum above.

`subsetSum_eq` is the recursion for $e_k$, written as a strong induction. At $k=0$ both sides are $1$. For $k>0$ the factor $k$ is cancelled, both sides are expanded by `newton`, and the sums are compared term by term: the induction hypothesis handles $e_r$, and the assumption on the structure factors handles $F(k-r)$.

`atomPolynomial` is the expansion of $P(X)$. `positions_eq_of_subsetSum` uses it to show that two arrangements with equal coefficients have the same polynomial, and then reads off the roots with multiplicity. It takes the equality for $k<N$ and the equality at $N$ as separate hypotheses, because the shared-atom argument obtains the last one in a different way. `positions_eq_iff` combines these lemmas; for its easy direction it writes $F(h)$ as a sum over the multiset of positions.

In `positions_eq_of_common_atom`, the local statement `root` says that each atom is a zero of its own polynomial. `sum_range_succ` splits off the constant term, and `linear_combination` subtracts the two equations at the shared atom, which leaves $(-1)^Ne_N(z)=(-1)^Ne_N(w)$.

`structureFactor_ngon` is the geometric sum. That `step N` is a primitive $N$-th root of unity supplies $\zeta^h\neq1$, and `mul_neg_geom_sum` supplies the product formula. `positions_eq_ngon` then applies the shared-atom theorem, with atom $0$ of the polygon placed on the chosen atom.

Finally, `rotated_ngons` checks the moduli, uses the vanishing sums for the orders below $N$, and proves $F(N)=Na^N$ as `hlast`. If the two polygons had equal positions, `positions_eq_iff` at order $N$ would give $N=-N$, which is false for $N\ge2$.
